# Stationary variance of a slow variable coupled harmonically to a coordinate at another temperature

## How far is the variance of z from its adiabatic value?

I take "stationary" to mean that the covariance matrix of two coordinates $x$ and $z$ solves a Lyapunov equation, not that a stochastic process has been constructed and followed to long times. The coordinates are overdamped and move in the potential

$$U(x,z)=\tfrac12 kx^2+\tfrac12\kappa(x-z)^2 ,$$

where $x$ has friction $\gamma$ and temperature $T$, $z$ has friction $\Gamma$ and temperature $T_s$, and $k_B=1$. With all parameters positive and $\varepsilon=\gamma/\Gamma$, I believe that the equation has exactly one solution, that it is symmetric, and that

$$\mathrm{Var}\,z=T_s\left(\frac1k+\frac1\kappa\right)-\frac{\varepsilon\kappa(T_s-T)}{k(k+\kappa+\varepsilon\kappa)} .$$

The correction should vanish as $\varepsilon\to0$. Can this be made rigorous and checked by machine?

## The Lyapunov equation fixes all four covariances

Yes. With stationarity read as an algebraic equation, the claim reduces to four linear equations. The equations of motion are

$$\gamma\dot x=-(k+\kappa)x+\kappa z+\sqrt{2\gamma T}\,\xi_0,\qquad \Gamma\dot z=\kappa(x-z)+\sqrt{2\Gamma T_s}\,\xi_1,$$

with independent unit white noises $\xi_0,\xi_1$. The drift and noise matrices are therefore

$$A=\begin{pmatrix}-(k+\kappa)/\gamma&\kappa/\gamma\\ \kappa/\Gamma&-\kappa/\Gamma\end{pmatrix},\qquad D=\begin{pmatrix}2T/\gamma&0\\0&2T_s/\Gamma\end{pmatrix}.$$

The covariance matrix $S$ evolves as $\dot S=AS+SA^{\mathsf T}+D$, so stationarity means that the right-hand side is zero. Number the coordinates $0$ for $x$ and $1$ for $z$. The two off-diagonal equations are

$$\frac{\kappa S_{11}-(k+\kappa)S_{01}}{\gamma}+\frac{\kappa(S_{00}-S_{01})}{\Gamma}=0$$

and the same with $S_{10}$ in place of $S_{01}$. Their difference is

$$\left(\frac{k+\kappa}{\gamma}+\frac{\kappa}{\Gamma}\right)(S_{01}-S_{10})=0 .$$

The bracket is positive, so $S_{01}=S_{10}$. Call this common value $c$. The diagonal equations and the remaining off-diagonal one become

$$(k+\kappa)S_{00}=\kappa c+T,\qquad \kappa S_{11}=\kappa c+T_s,\qquad \Gamma\big[(k+\kappa)c-\kappa S_{11}\big]=\gamma\kappa(S_{00}-c).$$

The second relation turns the left side of the third into $\Gamma(kc-T_s)$. The first gives $S_{00}-c=(T-kc)/(k+\kappa)$. Hence

$$kc\,\big[\Gamma(k+\kappa)+\gamma\kappa\big]=\Gamma(k+\kappa)T_s+\gamma\kappa T ,$$

so $kc$ is a weighted average of the two temperatures. Dividing by $\Gamma$ and solving for $c$ gives

$$c=\frac{T_s}{k}-\frac{\varepsilon\kappa(T_s-T)}{k(k+\kappa+\varepsilon\kappa)},\qquad S_{11}=c+\frac{T_s}{\kappa},$$

which is the claimed variance.

The leading term is equipartition at $T_s$. Completing the square in $x$ leaves $z$ with the effective spring $k\kappa/(k+\kappa)$, whose inverse is $1/k+1/\kappa$.

In Lean 4 with Mathlib:

```lean
import Mathlib

open Matrix Filter Topology

namespace TemperatureAcceleratedSampling

noncomputable section

variable {k κ γ Γ T Ts : ℝ}

/-- Energy of a harmonic coordinate `x` tied by a spring `κ` to the auxiliary variable `z`. -/
def potential (k κ x z : ℝ) : ℝ := k * x ^ 2 / 2 + κ * (x - z) ^ 2 / 2

/-- Drift matrix of the overdamped pair `(x, z)` with nonzero frictions `γ` and `Γ`. -/
def drift (k κ γ Γ : ℝ) : Matrix (Fin 2) (Fin 2) ℝ :=
  !![-(k + κ) / γ, κ / γ; κ / Γ, -κ / Γ]

/-- Noise matrix for `x` at temperature `T` and `z` at temperature `Ts`, in units with
Boltzmann constant one and for nonzero frictions. -/
def noise (γ Γ T Ts : ℝ) : Matrix (Fin 2) (Fin 2) ℝ :=
  !![2 * T / γ, 0; 0, 2 * Ts / Γ]

/-- The Lyapunov equation for a stationary covariance matrix `S` of `(x, z)`. -/
def IsStationary (k κ γ Γ T Ts : ℝ) (S : Matrix (Fin 2) (Fin 2) ℝ) : Prop :=
  drift k κ γ Γ * S + S * (drift k κ γ Γ)ᵀ + noise γ Γ T Ts = 0

/-- Closed form of the covariance of `x` and `z`, for positive spring constants and frictions. -/
def crossCov (k κ γ Γ T Ts : ℝ) : ℝ :=
  Ts / k - γ / Γ * κ * (Ts - T) / (k * (k + κ + γ / Γ * κ))

/-- Closed form of the covariance matrix of `(x, z)`, for positive spring constants and
frictions. -/
def cov (k κ γ Γ T Ts : ℝ) : Matrix (Fin 2) (Fin 2) ℝ :=
  !![(κ * crossCov k κ γ Γ T Ts + T) / (k + κ), crossCov k κ γ Γ T Ts;
     crossCov k κ γ Γ T Ts, crossCov k κ γ Γ T Ts + Ts / κ]

/-- Friction times drift velocity is minus the gradient of the potential, for `x` and for `z`. -/
theorem drift_eq_force (hγ : 0 < γ) (hΓ : 0 < Γ) (x z : ℝ) :
    HasDerivAt (fun y => potential k κ y z) (-(γ * (drift k κ γ Γ *ᵥ ![x, z]) 0)) x ∧
    HasDerivAt (fun w => potential k κ x w) (-(Γ * (drift k κ γ Γ *ᵥ ![x, z]) 1)) z := by
  have e0 : (drift k κ γ Γ *ᵥ ![x, z]) 0 = -(k + κ) / γ * x + κ / γ * z := by
    simp [drift, Matrix.mulVec, dotProduct, Fin.sum_univ_two]
  have e1 : (drift k κ γ Γ *ᵥ ![x, z]) 1 = κ / Γ * x + -κ / Γ * z := by
    simp [drift, Matrix.mulVec, dotProduct, Fin.sum_univ_two]
  constructor
  · have h := ((((hasDerivAt_id' x).fun_pow 2).const_mul k).div_const 2).fun_add
      (((((hasDerivAt_id' x).sub_const z).fun_pow 2).const_mul κ).div_const 2)
    refine h.congr_deriv ?_
    rw [e0]
    simp only [Nat.cast_ofNat, Nat.reduceSub, pow_one]
    field_simp
    ring
  · have h := (((((hasDerivAt_id' z).const_sub x).fun_pow 2).const_mul κ).div_const 2).const_add
      (k * x ^ 2 / 2)
    refine h.congr_deriv ?_
    rw [e1]
    simp only [Nat.cast_ofNat, Nat.reduceSub, pow_one]
    field_simp
    ring

/-- The potential splits into a spring `k + κ` for `x` about a centre that follows `z`, and a
spring `k κ / (k + κ)` for `z` alone. -/
theorem potential_split (hk : 0 < k) (hκ : 0 < κ) (x z : ℝ) :
    potential k κ x z =
      (k + κ) * (x - κ * z / (k + κ)) ^ 2 / 2 + k * κ / (k + κ) * z ^ 2 / 2 := by
  have h : k + κ ≠ 0 := by positivity
  unfold potential
  field_simp
  ring

/-- The Lyapunov equation is equivalent to symmetry of `S` and three scalar balance relations
between the variances and the covariance. -/
theorem isStationary_iff_balance (hk : 0 < k) (hκ : 0 < κ) (hγ : 0 < γ) (hΓ : 0 < Γ)
    (S : Matrix (Fin 2) (Fin 2) ℝ) :
    IsStationary k κ γ Γ T Ts S ↔
      S 0 1 = S 1 0 ∧ (k + κ) * S 0 0 = κ * S 0 1 + T ∧ κ * S 1 1 = κ * S 0 1 + Ts ∧
      Γ * ((k + κ) * S 0 1 - κ * S 1 1) = γ * κ * (S 0 0 - S 0 1) := by
  -- the four entries of the left-hand side of the Lyapunov equation
  have entries : drift k κ γ Γ * S + S * (drift k κ γ Γ)ᵀ + noise γ Γ T Ts =
      !![(κ * (S 0 1 + S 1 0) - 2 * (k + κ) * S 0 0 + 2 * T) / γ,
         (κ * S 1 1 - (k + κ) * S 0 1) / γ + κ * (S 0 0 - S 0 1) / Γ;
         (κ * S 1 1 - (k + κ) * S 1 0) / γ + κ * (S 0 0 - S 1 0) / Γ,
         (κ * (S 0 1 + S 1 0) - 2 * κ * S 1 1 + 2 * Ts) / Γ] := by
    ext i j
    fin_cases i <;> fin_cases j <;>
      simp [drift, noise, Matrix.mul_apply, Matrix.vecMul, dotProduct, Fin.sum_univ_two] <;>
      ring
  unfold IsStationary
  rw [entries]
  constructor
  · intro h
    have h00 : (κ * (S 0 1 + S 1 0) - 2 * (k + κ) * S 0 0 + 2 * T) / γ = 0 :=
      congrFun (congrFun h 0) 0
    have h01 : (κ * S 1 1 - (k + κ) * S 0 1) / γ + κ * (S 0 0 - S 0 1) / Γ = 0 :=
      congrFun (congrFun h 0) 1
    have h10 : (κ * S 1 1 - (k + κ) * S 1 0) / γ + κ * (S 0 0 - S 1 0) / Γ = 0 :=
      congrFun (congrFun h 1) 0
    have h11 : (κ * (S 0 1 + S 1 0) - 2 * κ * S 1 1 + 2 * Ts) / Γ = 0 :=
      congrFun (congrFun h 1) 1
    -- the antisymmetric part decays at a positive rate, so it vanishes
    have hs : ((k + κ) / γ + κ / Γ) * (S 0 1 - S 1 0) = 0 := by
      linear_combination h10 - h01
    have hr : (k + κ) / γ + κ / Γ ≠ 0 := by positivity
    have sym : S 0 1 = S 1 0 := sub_eq_zero.mp ((mul_eq_zero.mp hs).resolve_left hr)
    have n00 := (div_eq_zero_iff.mp h00).resolve_right hγ.ne'
    have n11 := (div_eq_zero_iff.mp h11).resolve_right hΓ.ne'
    rw [div_add_div _ _ hγ.ne' hΓ.ne'] at h01
    have n01 := (div_eq_zero_iff.mp h01).resolve_right (mul_pos hγ hΓ).ne'
    refine ⟨sym, ?_, ?_, ?_⟩
    · linear_combination (-1 / 2) * n00 - κ / 2 * sym
    · linear_combination (-1 / 2) * n11 - κ / 2 * sym
    · linear_combination -n01
  · rintro ⟨sym, e0, e1, e2⟩
    have h00 : (κ * (S 0 1 + S 1 0) - 2 * (k + κ) * S 0 0 + 2 * T) / γ = 0 :=
      div_eq_zero_iff.mpr (Or.inl (by linear_combination (-2) * e0 - κ * sym))
    have h11 : (κ * (S 0 1 + S 1 0) - 2 * κ * S 1 1 + 2 * Ts) / Γ = 0 :=
      div_eq_zero_iff.mpr (Or.inl (by linear_combination (-2) * e1 - κ * sym))
    have h01 : (κ * S 1 1 - (k + κ) * S 0 1) / γ + κ * (S 0 0 - S 0 1) / Γ = 0 := by
      rw [div_add_div _ _ hγ.ne' hΓ.ne']
      exact div_eq_zero_iff.mpr (Or.inl (by linear_combination -e2))
    have h10 : (κ * S 1 1 - (k + κ) * S 1 0) / γ + κ * (S 0 0 - S 1 0) / Γ = 0 := by
      rw [← sym]
      exact h01
    rw [h00, h01, h10, h11]
    ext i j
    fin_cases i <;> fin_cases j <;> rfl

/-- `k` times the covariance of `x` and `z` is an average of the two temperatures with weights
`Γ (k + κ)` for `Ts` and `γ κ` for `T`. -/
theorem crossCov_average (hk : 0 < k) (hκ : 0 < κ) (hγ : 0 < γ) (hΓ : 0 < Γ) :
    k * crossCov k κ γ Γ T Ts * (Γ * (k + κ) + γ * κ) = Γ * (k + κ) * Ts + γ * κ * T := by
  have h : k + κ + γ / Γ * κ = (Γ * (k + κ) + γ * κ) / Γ := by
    field_simp
  have hD : Γ * (k + κ) + γ * κ ≠ 0 := by positivity
  unfold crossCov
  rw [h]
  field_simp
  ring

/-- The matrix `cov` is the one and only solution of the Lyapunov equation. -/
theorem isStationary_iff_eq_cov (hk : 0 < k) (hκ : 0 < κ) (hγ : 0 < γ) (hΓ : 0 < Γ)
    (S : Matrix (Fin 2) (Fin 2) ℝ) :
    IsStationary k κ γ Γ T Ts S ↔ S = cov k κ γ Γ T Ts := by
  have hs : k + κ ≠ 0 := by positivity
  have avg := crossCov_average (T := T) (Ts := Ts) hk hκ hγ hΓ
  constructor
  · intro h
    obtain ⟨sym, e0, e1, e2⟩ := (isStationary_iff_balance hk hκ hγ hΓ S).mp h
    -- eliminating both variances leaves one linear equation for the covariance
    have hD : k * (Γ * (k + κ) + γ * κ) ≠ 0 := by positivity
    have h01 : S 0 1 = crossCov k κ γ Γ T Ts := by
      apply mul_left_cancel₀ hD
      linear_combination (k + κ) * e2 + Γ * (k + κ) * e1 + γ * κ * e0 - avg
    have h10 : S 1 0 = crossCov k κ γ Γ T Ts := sym.symm.trans h01
    have h00 : S 0 0 = (κ * crossCov k κ γ Γ T Ts + T) / (k + κ) := by
      rw [eq_div_iff hs, ← h01]
      linear_combination e0
    have h11 : S 1 1 = crossCov k κ γ Γ T Ts + Ts / κ := by
      apply mul_left_cancel₀ hκ.ne'
      rw [e1, h01, mul_add, mul_div_cancel₀ _ hκ.ne']
    ext i j
    fin_cases i <;> fin_cases j
    exacts [h00, h01, h10, h11]
  · rintro rfl
    have key : ∀ a b c : ℝ, (k + κ) * a = κ * b + T → κ * c = κ * b + Ts →
        k * b * (Γ * (k + κ) + γ * κ) = Γ * (k + κ) * Ts + γ * κ * T →
        Γ * ((k + κ) * b - κ * c) = γ * κ * (a - b) := by
      intro a b c ha hc hb
      apply mul_left_cancel₀ hs
      linear_combination hb - Γ * (k + κ) * hc - γ * κ * ha
    have ha : (k + κ) * ((κ * crossCov k κ γ Γ T Ts + T) / (k + κ)) =
        κ * crossCov k κ γ Γ T Ts + T := by field_simp
    have hc : κ * (crossCov k κ γ Γ T Ts + Ts / κ) = κ * crossCov k κ γ Γ T Ts + Ts := by
      field_simp
    exact (isStationary_iff_balance hk hκ hγ hΓ _).mpr ⟨rfl, ha, hc, key _ _ _ ha hc avg⟩

/-- The Lyapunov equation has a unique solution; it is symmetric, and its `z`-variance is
`Ts (1/k + 1/κ)` minus an explicit correction in the friction ratio `γ / Γ`. -/
theorem stationary_variance (hk : 0 < k) (hκ : 0 < κ) (hγ : 0 < γ) (hΓ : 0 < Γ) :
    (∃! S, IsStationary k κ γ Γ T Ts S) ∧
    ∀ S, IsStationary k κ γ Γ T Ts S → S.IsSymm ∧
      S 1 1 = Ts * (1 / k + 1 / κ)
        - γ / Γ * κ * (Ts - T) / (k * (k + κ + γ / Γ * κ)) := by
  refine ⟨⟨cov k κ γ Γ T Ts, (isStationary_iff_eq_cov hk hκ hγ hΓ _).mpr rfl,
    fun S h => (isStationary_iff_eq_cov hk hκ hγ hΓ S).mp h⟩, fun S h => ?_⟩
  rw [(isStationary_iff_eq_cov hk hκ hγ hΓ S).mp h]
  constructor
  · unfold Matrix.IsSymm
    ext i j
    fin_cases i <;> fin_cases j <;> rfl
  · change crossCov k κ γ Γ T Ts + Ts / κ = _
    unfold crossCov
    ring

/-- For positive temperatures the `x`-variance and the determinant of `cov` are positive. -/
theorem cov_positive (hk : 0 < k) (hκ : 0 < κ) (hγ : 0 < γ) (hΓ : 0 < Γ)
    (hT : 0 < T) (hTs : 0 < Ts) :
    0 < cov k κ γ Γ T Ts 0 0 ∧ 0 < (cov k κ γ Γ T Ts).det := by
  have avg := crossCov_average (T := T) (Ts := Ts) hk hκ hγ hΓ
  rw [Matrix.det_fin_two]
  change 0 < (κ * crossCov k κ γ Γ T Ts + T) / (k + κ) ∧
    0 < (κ * crossCov k κ γ Γ T Ts + T) / (k + κ) * (crossCov k κ γ Γ T Ts + Ts / κ)
      - crossCov k κ γ Γ T Ts * crossCov k κ γ Γ T Ts
  generalize crossCov k κ γ Γ T Ts = b at avg ⊢
  have hD : 0 < Γ * (k + κ) + γ * κ := by positivity
  have hb : 0 < b := by
    refine (mul_pos_iff_of_pos_right (mul_pos hk hD)).mp ?_
    have e : b * (k * (Γ * (k + κ) + γ * κ)) = Γ * (k + κ) * Ts + γ * κ * T := by
      linear_combination avg
    rw [e]
    positivity
  -- the averaged temperature `k b` lies below `T + Ts`
  have hm : 0 < T + Ts - k * b := by
    refine (mul_pos_iff_of_pos_right hD).mp ?_
    have e : (T + Ts - k * b) * (Γ * (k + κ) + γ * κ) = Γ * (k + κ) * T + γ * κ * Ts := by
      linear_combination -avg
    rw [e]
    positivity
  have e : (κ * b + T) / (k + κ) * (b + Ts / κ) - b * b =
      (b * (T + Ts - k * b) + T * Ts / κ) / (k + κ) := by
    field_simp
    ring
  refine ⟨by positivity, ?_⟩
  rw [e]
  positivity

/-- As the friction of `z` grows without bound at fixed `γ`, the `z`-variance tends to
`Ts (1/k + 1/κ)`. -/
theorem variance_adiabatic_limit (hk : 0 < k) (hκ : 0 < κ) :
    Tendsto (fun Γ => cov k κ γ Γ T Ts 1 1) atTop (𝓝 (Ts * (1 / k + 1 / κ))) := by
  have hε : Tendsto (fun Γ : ℝ => γ / Γ) atTop (𝓝 0) :=
    tendsto_const_nhds.div_atTop tendsto_id
  have hne : k * (k + κ + 0 * κ) ≠ 0 := by
    rw [zero_mul, add_zero]
    positivity
  -- the variance is a continuous function of the friction ratio at zero
  have hnum : ContinuousAt (fun e : ℝ => e * κ * (Ts - T)) 0 := by fun_prop
  have hden : ContinuousAt (fun e : ℝ => k * (k + κ + e * κ)) 0 := by fun_prop
  have hc : ContinuousAt
      (fun e : ℝ => Ts / k - e * κ * (Ts - T) / (k * (k + κ + e * κ)) + Ts / κ) 0 :=
    (continuousAt_const.sub (hnum.div hden hne)).add continuousAt_const
  have e : Ts * (1 / k + 1 / κ) =
      Ts / k - 0 * κ * (Ts - T) / (k * (k + κ + 0 * κ)) + Ts / κ := by
    simp only [zero_mul, zero_div, sub_zero]
    ring
  rw [e]
  exact hc.tendsto.comp hε

/-- At finite friction the `z`-variance equals `Ts (1/k + 1/κ)` exactly when the two
temperatures agree. -/
theorem variance_exact_iff (hk : 0 < k) (hκ : 0 < κ) (hγ : 0 < γ) (hΓ : 0 < Γ) :
    cov k κ γ Γ T Ts 1 1 = Ts * (1 / k + 1 / κ) ↔ Ts = T := by
  have hv := ((stationary_variance (T := T) (Ts := Ts) hk hκ hγ hΓ).2 _
    ((isStationary_iff_eq_cov hk hκ hγ hΓ _).mpr rfl)).2
  have hD : k * (k + κ + γ / Γ * κ) ≠ 0 := by positivity
  have hn : γ / Γ * κ ≠ 0 := by positivity
  rw [hv, sub_eq_self, div_eq_zero_iff, or_iff_left hD, mul_eq_zero, or_iff_right hn,
    sub_eq_zero]

end

end TemperatureAcceleratedSampling
```

```lean
#print axioms TemperatureAcceleratedSampling.stationary_variance
#print axioms TemperatureAcceleratedSampling.cov_positive
#print axioms TemperatureAcceleratedSampling.variance_adiabatic_limit
#print axioms TemperatureAcceleratedSampling.variance_exact_iff
```

```
'TemperatureAcceleratedSampling.stationary_variance' depends on axioms: [propext, Classical.choice, Quot.sound]
'TemperatureAcceleratedSampling.cov_positive' depends on axioms: [propext, Classical.choice, Quot.sound]
'TemperatureAcceleratedSampling.variance_adiabatic_limit' depends on axioms: [propext, Classical.choice, Quot.sound]
'TemperatureAcceleratedSampling.variance_exact_iff' depends on axioms: [propext, Classical.choice, Quot.sound]
```

### What the theorems say about the two coordinates

`potential` is $U$, and `drift` and `noise` are $A$ and $D$, as real $2\times2$ matrices with the index convention above. `IsStationary` is the Lyapunov equation for a matrix `S`. The noise strengths $2T/\gamma$ and $2T_s/\Gamma$ are put in by definition: they express the fluctuation–dissipation relation for each coordinate with its own bath.

`stationary_variance` says that for positive $k,\kappa,\gamma,\Gamma$ exactly one real matrix solves the equation, that it is symmetric, and that its entry `S 1 1` is the stated expression. Symmetry is a conclusion, since the competitors include non-symmetric matrices. No sign is needed for the temperatures here. They are taken positive in `cov_positive`, which shows that the solution `cov` has positive $x$-variance and positive determinant. Being symmetric, it is then positive definite, as the covariance matrix of two coupled coordinates driven by independent, nonzero noises should be.

Two further theorems concern the correction. `variance_adiabatic_limit` takes $\Gamma\to\infty$ at fixed $\gamma$ and obtains $T_s(1/k+1/\kappa)$. `variance_exact_iff` says that at finite friction this value is reached exactly when $T_s=T$.

For temperature-accelerated sampling, where a slow auxiliary variable is kept hotter than the physical system, the formula gives the deviation of the variance of $z$ from its adiabatic value at a finite friction ratio $\Gamma/\gamma$, in a model with one harmonic physical coordinate and no inertia. Anharmonic free energies, several collective variables and time-step errors are not treated.

Positivity of $k$ matters. Take $k=0$ and $\kappa=\gamma=\Gamma=T=T_s=1$. The off-diagonal entries still agree, and the diagonal equations give $S_{00}=S_{11}=c+1$. The last balance relation then reads $-1=1$, so there is no stationary covariance: nothing holds the pair in place, and it diffuses away.

Another model would define $S$ as the long-time limit of the covariance of the stochastic process. That would make the result a statement about relaxation, which could be proved from the solution of the stochastic equations and the decay of $e^{At}$. The limiting matrix would be the same.

### How the proof follows the elimination

`drift_eq_force` ties the matrix to the physics: friction times drift velocity is minus the derivative of $U$, for each coordinate. `potential_split` is the completed square.

`isStationary_iff_balance` carries out the first half of the calculation. It computes the four entries of the matrix equation, subtracts the off-diagonal ones and cancels the positive rate to get symmetry. It then clears the frictions to reach the three balance relations. The converse direction reassembles the matrix equation from them.

`crossCov_average` verifies the weighted-average identity for the closed form `crossCov`. In `isStationary_iff_eq_cov`, the elimination of both variances is a single `linear_combination`: the three balance relations `e2`, `e1` and `e0` are multiplied by $k+\kappa$, $\Gamma(k+\kappa)$ and $\gamma\kappa$ and added, and the average identity is subtracted. Cancelling the nonzero factor $k[\Gamma(k+\kappa)+\gamma\kappa]$ fixes $c$, and the variances follow. The converse checks that `cov` satisfies the balance relations. `stationary_variance` then reads off uniqueness, symmetry and the $z$-variance.

For `cov_positive`, the average identity gives $0<kc<T+T_s$, and the determinant is rewritten as

$$\det S=\frac{c\,(T+T_s-kc)+TT_s/\kappa}{k+\kappa},$$

in which every term is positive.

The limit is proved by treating the variance as a function of $\varepsilon$. This function is continuous at $\varepsilon=0$, because the denominator there is $k(k+\kappa)\neq0$, and $\gamma/\Gamma\to0$. For `variance_exact_iff`, the correction is set to zero; its denominator and the factor $\varepsilon\kappa$ are nonzero, which leaves $T_s-T=0$.
